# Positive semidefinite tapering with unit diagonal never lowers the RPA integrand of a positive semidefinite response

Let M be the density response of two equivalent sites at imaginary frequency, weighted by the Coulomb interaction and taken with a minus sign, so that it is positive semidefinite. Damp the coupling between the sites by a factor c:

M = [[m, q], [q, m]],  C = [[1, c], [c, 1]],  T = [[m, cq], [cq, m]],

with |q| ≤ m and |c| ≤ 1, so that M and C are positive semidefinite. The eigenvalues of M are l₁ = m + q and l₂ = m − q. Those of T are

t₁ = m + cq = ½(1+c) l₁ + ½(1−c) l₂,
t₂ = m − cq = ½(1−c) l₁ + ½(1+c) l₂.

The weights are nonnegative, and they sum to one along each row and each column. Damping therefore averages the eigenvalues and keeps their sum. Since ln(1+x) is concave,

ln(1+t₁) + ln(1+t₂) ≥ ln(1+l₁) + ln(1+l₂).

The same averaging takes place for any finite number of sites if C is positive semidefinite with unit diagonal. For more than two sites, damping factors between 0 and 1 are not enough to ensure this.

## Response, taper and integrand

The index type `n` labels a finite set of sites or localized basis functions.

In Lean 4 with Mathlib:

```lean
import Mathlib

open Matrix

namespace TaperedRPA

noncomputable section

variable {n : Type*} [Fintype n] [DecidableEq n]
```

The tapered response is the entrywise product T_ab = C_ab M_ab. Nothing ties C to a geometry; a damping factor that depends on distance is the intended use.

```lean
/-- The tapered response: each element `M i j` is multiplied by the damping factor `C i j`. -/
def taper {n : Type*} (C M : Matrix n n ℝ) : Matrix n n ℝ :=
  Matrix.of fun i j => C i j * M i j
```

Let χ₀(iω) be the non-interacting density response at imaginary frequency and v the Coulomb kernel. With M = −v^½ χ₀(iω) v^½, the RPA correlation energy is an integral over ω, with a positive prefactor, of

ln det(1 + M) − Tr M.

The definition accepts any real matrix; the physical reading needs det(1 + M) > 0.

```lean
/-- The RPA correlation integrand `ln det (1 + M) - Tr M` at one imaginary frequency,
for `det (1 + M) > 0`. -/
def rpaIntegrand (M : Matrix n n ℝ) : ℝ := Real.log (1 + M).det - M.trace
```

Eigenmodes are the columns u_j of an orthogonal matrix U, with components U_aj and eigenvalues l_j:

U Uᵀ = 1,  A = U diag(l) Uᵀ.

```lean
/-- The columns of the orthogonal matrix `U` are eigenmodes of `A` with eigenvalues `l`. -/
def IsModes (A U : Matrix n n ℝ) (l : n → ℝ) : Prop :=
  U * Uᵀ = 1 ∧ A = U * diagonal l * Uᵀ
```

The weights of the two-site example generalize to

S(x, y) = Σ_ab C_ab (x_a y_a)(x_b y_b),

the quadratic form of C in the pointwise product of two modes. It is nonnegative when C is positive semidefinite.

```lean
/-- The overlap weight of two modes `x` and `y` seen through the taper `C`: the quadratic form
of `C` in the pointwise product of the modes. -/
def overlap (C : Matrix n n ℝ) (x y : n → ℝ) : ℝ :=
  ∑ a, ∑ b, C a b * ((x a * y a) * (x b * y b))
```

## Eigenvalues and determinants from modes

Mathlib writes the quadratic form xᵀAx as `star x ⬝ᵥ A *ᵥ x`, where `star` does nothing to real vectors. Expanded over sites, it is

xᵀAx = Σ_ab A_ab x_a x_b.

```lean
omit [DecidableEq n] in
/-- The quadratic form of a real matrix, written as a double sum over sites. -/
theorem quadratic_eq_sum (A : Matrix n n ℝ) (x : n → ℝ) :
    star x ⬝ᵥ A *ᵥ x = ∑ a, ∑ b, A a b * (x a * x b) := by
  simp only [dotProduct, Matrix.mulVec, Finset.mul_sum, Pi.star_apply, star_trivial]
  exact Finset.sum_congr rfl fun a _ => Finset.sum_congr rfl fun b _ => by ring
```

A real symmetric matrix has a complete orthonormal set of modes. The proof takes Mathlib's spectral theorem and replaces the adjoint by the transpose.

```lean
/-- Every real symmetric matrix has a complete orthonormal set of eigenmodes. -/
theorem exists_modes {A : Matrix n n ℝ} (hA : A.IsHermitian) :
    ∃ (U : Matrix n n ℝ) (l : n → ℝ), IsModes A U l := by
  have hs : star (hA.eigenvectorUnitary : Matrix n n ℝ)
      = (hA.eigenvectorUnitary : Matrix n n ℝ)ᵀ := by
    ext i j
    simp [Matrix.star_apply]
  refine ⟨hA.eigenvectorUnitary, hA.eigenvalues, ?_, ?_⟩
  · rw [← hs]
    exact Matrix.mem_unitaryGroup_iff.1 hA.eigenvectorUnitary.2
  · rw [← hs]
    have h := hA.spectral_theorem
    rw [Unitary.conjStarAlgAut_apply] at h
    exact h
```

From A = U diag(l) Uᵀ and UᵀU = 1 it follows that UᵀAU = diag(l). The i-th diagonal element reads

l_i = Σ_ab A_ab U_ai U_bi,

so each eigenvalue is the quadratic form of A in its own mode. The proof computes the matrix identity `hd` and reads off that element.

```lean
/-- Each eigenvalue is the quadratic form of the matrix in its own mode. -/
theorem eigenvalue_eq {A U : Matrix n n ℝ} {l : n → ℝ} (h : IsModes A U l) (i : n) :
    l i = ∑ a, ∑ b, A a b * (U a i * U b i) := by
  have hU : Uᵀ * U = 1 := mul_eq_one_comm.1 h.1
  have hd : Uᵀ * A * U = diagonal l := by
    calc Uᵀ * A * U = (Uᵀ * U) * diagonal l * (Uᵀ * U) := by
          rw [h.2]; simp only [Matrix.mul_assoc]
      _ = diagonal l := by rw [hU, one_mul, mul_one]
  have hi := congrFun (congrFun hd i) i
  simp only [Matrix.mul_apply, Matrix.transpose_apply, Matrix.diagonal_apply_eq,
    Finset.sum_mul] at hi
  rw [← hi, Finset.sum_comm]
  exact Finset.sum_congr rfl fun a _ => Finset.sum_congr rfl fun b _ => by ring
```

Since 1 = U Uᵀ, we also have 1 + M = U diag(1 + l) Uᵀ. The determinants of U and Uᵀ multiply to one, hence

det(1 + M) = Π_i (1 + l_i),  ln det(1 + M) = Σ_i ln(1 + l_i).

The condition l_i ≥ 0 keeps every factor positive, which allows the logarithm of the product to be split.

```lean
/-- For nonnegative eigenvalues, `ln det (1 + M)` is the sum of `ln (1 + l i)` over the modes. -/
theorem log_det_eq_sum {M U : Matrix n n ℝ} {l : n → ℝ} (h : IsModes M U l)
    (hl : ∀ i, 0 ≤ l i) : Real.log (1 + M).det = ∑ i, Real.log (1 + l i) := by
  have e : diagonal (fun i => 1 + l i) = 1 + diagonal l := by
    ext i j
    by_cases hij : i = j
    · subst hij; simp
    · simp [hij]
  have hd : 1 + M = U * diagonal (fun i => 1 + l i) * Uᵀ := by
    rw [e, mul_add, add_mul, mul_one, h.1, ← h.2]
  have hu : U.det * Uᵀ.det = 1 := by rw [← Matrix.det_mul, h.1, Matrix.det_one]
  have hp : (1 + M).det = ∏ i, (1 + l i) := by
    rw [hd, Matrix.det_mul, Matrix.det_mul, Matrix.det_diagonal]
    linear_combination (∏ i, (1 + l i)) * hu
  rw [hp, Real.log_prod]
  intro i _
  have := hl i
  positivity
```

## Tapering as an average over modes

Insert M_ab = Σ_j U_aj l_j U_bj into the quadratic form of T and exchange the sums:

Σ_ab C_ab M_ab x_a x_b = Σ_j l_j Σ_ab C_ab (x_a U_aj)(x_b U_bj) = Σ_j l_j S(x, u_j).

In the proof, `entry` is the mode expansion of M, and the two uses of `Finset.sum_comm` move the sum over j inside.

```lean
/-- The quadratic form of the tapered response is a sum over the modes of the untapered one,
each eigenvalue entering with its overlap weight. -/
theorem taper_quadratic (C : Matrix n n ℝ) {M U : Matrix n n ℝ} {l : n → ℝ}
    (h : IsModes M U l) (x : n → ℝ) :
    ∑ a, ∑ b, taper C M a b * (x a * x b) = ∑ j, l j * overlap C x (fun a => U a j) := by
  have entry : ∀ a b, M a b = ∑ j, U a j * l j * U b j := by
    intro a b
    rw [h.2, Matrix.mul_apply]
    simp only [Matrix.mul_diagonal, Matrix.transpose_apply]
  simp only [taper, Matrix.of_apply, entry, overlap, Finset.mul_sum, Finset.sum_mul]
  symm
  rw [Finset.sum_comm]
  refine Finset.sum_congr rfl fun a _ => ?_
  rw [Finset.sum_comm]
  exact Finset.sum_congr rfl fun b _ => Finset.sum_congr rfl fun j _ => by ring
```

Now apply this identity to M = 1, whose eigenvalues are all one in any orthonormal basis. For normalized x,

Σ_j S(x, u_j) = Σ_a C_aa x_a² = Σ_a x_a² = 1.

The unit diagonal of C enters here. Physically, it says that the on-site response is left undamped.

```lean
/-- If the taper has unit diagonal, the overlap weights of a normalized mode with a complete
orthonormal set of modes add up to one. -/
theorem overlap_sum {C U : Matrix n n ℝ} (h1 : ∀ i, C i i = 1) (hU : U * Uᵀ = 1)
    {x : n → ℝ} (hx : ∑ a, x a * x a = 1) : ∑ j, overlap C x (fun a => U a j) = 1 := by
  -- apply the mode expansion to the identity matrix
  have h := taper_quadratic C (M := 1) (U := U) (l := fun _ => 1) ⟨hU, by simp [hU]⟩ x
  simp only [taper, Matrix.of_apply, Matrix.one_apply, mul_ite, mul_one, mul_zero, ite_mul,
    zero_mul, one_mul, Finset.sum_ite_eq, Finset.mem_univ, if_true, h1] at h
  rw [← h]
  exact hx
```

If M and C are both positive semidefinite, then l_j ≥ 0 and S(x, u_j) ≥ 0, so

xᵀTx = Σ_j l_j S(x, u_j) ≥ 0.

T is also symmetric, because C and M are. This is the Schur product theorem for real matrices, and it needs no condition on the diagonal of C.

```lean
/-- Schur product theorem: a positive semidefinite taper keeps a positive semidefinite
response positive semidefinite. -/
theorem taper_posSemidef {C M : Matrix n n ℝ} (hC : C.PosSemidef) (hM : M.PosSemidef) :
    (taper C M).PosSemidef := by
  obtain ⟨U, l, h⟩ := exists_modes hM.isHermitian
  refine Matrix.PosSemidef.of_dotProduct_mulVec_nonneg
    (Matrix.IsHermitian.ext fun i j => ?_) fun x => ?_
  · have hc := hC.isHermitian.apply i j
    have hm := hM.isHermitian.apply i j
    rw [star_trivial] at hc hm
    change star (C j i * M j i) = C i j * M i j
    rw [star_trivial, hc, hm]
  · rw [quadratic_eq_sum, taper_quadratic C h]
    refine Finset.sum_nonneg fun j _ => mul_nonneg ?_ ?_
    · rw [eigenvalue_eq h j, ← quadratic_eq_sum M (fun a => U a j)]
      exact hM.dotProduct_mulVec_nonneg _
    · have := hC.dotProduct_mulVec_nonneg (fun a => x a * U a j)
      rwa [quadratic_eq_sum] at this
```

## Jensen's inequality for the spectrum

Let w_i be the modes of T, with eigenvalues t_i, and set S_ij = S(w_i, u_j). Since t_i is the quadratic form of T in w_i,

t_i = Σ_j S_ij l_j.

Each row of S_ij sums to one by the previous normalization. Each column does too, because S(x, y) = S(y, x) and the w_i are also a complete orthonormal set. For a concave function f,

Σ_j f(l_j) = Σ_j Σ_i S_ij f(l_j)
= Σ_i Σ_j S_ij f(l_j)
≤ Σ_i f(Σ_j S_ij l_j)
= Σ_i f(t_i).

The names `row`, `col` and `ht` in the proof hold the two sum rules and the expression for t_i; `hf.le_map_sum` is Jensen's inequality. M need not be positive semidefinite here: it is enough that its eigenvalues lie in a set `s` on which f is concave.

```lean
/-- For a positive semidefinite taper with unit diagonal, tapering does not lower the spectral
sum of any function `f` concave on a set `s` that contains the eigenvalues of `M`. -/
theorem sum_concave_le {C M U W : Matrix n n ℝ} {l t : n → ℝ} (hC : C.PosSemidef)
    (h1 : ∀ i, C i i = 1) (hM : IsModes M U l) (hT : IsModes (taper C M) W t)
    {s : Set ℝ} {f : ℝ → ℝ} (hf : ConcaveOn ℝ s f) (hl : ∀ j, l j ∈ s) :
    ∑ j, f (l j) ≤ ∑ i, f (t i) := by
  have norm1 : ∀ V : Matrix n n ℝ, V * Vᵀ = 1 → ∀ i, ∑ a, V a i * V a i = 1 := by
    intro V hV i
    have hV' : Vᵀ * V = 1 := mul_eq_one_comm.1 hV
    have h := congrFun (congrFun hV' i) i
    simpa only [Matrix.mul_apply, Matrix.transpose_apply, Matrix.one_apply_eq] using h
  let S : n → n → ℝ := fun i j => overlap C (fun a => W a i) (fun a => U a j)
  have hS : ∀ i j, 0 ≤ S i j := by
    intro i j
    have := hC.dotProduct_mulVec_nonneg (fun a => W a i * U a j)
    rwa [quadratic_eq_sum] at this
  -- the weights are doubly stochastic
  have row : ∀ i, ∑ j, S i j = 1 := fun i => overlap_sum h1 hM.1 (norm1 W hT.1 i)
  have col : ∀ j, ∑ i, S i j = 1 := by
    intro j
    rw [← overlap_sum h1 hT.1 (norm1 U hM.1 j)]
    refine Finset.sum_congr rfl fun i _ => ?_
    simp only [S, overlap]
    exact Finset.sum_congr rfl fun a _ => Finset.sum_congr rfl fun b _ => by ring
  have ht : ∀ i, t i = ∑ j, S i j • l j := by
    intro i
    rw [eigenvalue_eq hT i, taper_quadratic C hM (fun a => W a i)]
    exact Finset.sum_congr rfl fun j _ => mul_comm _ _
  calc ∑ j, f (l j) = ∑ j, ∑ i, S i j • f (l j) := by
        refine Finset.sum_congr rfl fun j _ => ?_
        rw [← Finset.sum_smul, col j, one_smul]
    _ = ∑ i, ∑ j, S i j • f (l j) := Finset.sum_comm
    _ ≤ ∑ i, f (t i) := by
        refine Finset.sum_le_sum fun i _ => ?_
        rw [ht i]
        exact hf.le_map_sum (fun j _ => hS i j) (row i) (fun j _ => hl j)
```

## The inequality for the RPA integrand

Choose f(x) = ln(1 + x), which is concave for x ≥ 0. The eigenvalues of M and T are nonnegative, so

ln det(1 + M) = Σ_j ln(1 + l_j) ≤ Σ_i ln(1 + t_i) = ln det(1 + T).

The unit diagonal gives Tr T = Σ_a C_aa M_aa = Tr M. Subtracting the common trace yields

ln det(1 + M) − Tr M ≤ ln det(1 + T) − Tr T.

The theorem `rpaIntegrand_le_taper` has three hypotheses. `hC` says that C is positive semidefinite, which for a real matrix in Mathlib includes symmetry; a Gaussian of the distance between site positions is one such taper. `h1` is its unit diagonal. `hM` says that M is positive semidefinite. This is assumed and not derived from orbitals; it expresses that χ₀(iω) of a non-interacting ground state with real orbitals is symmetric and negative semidefinite.

In the proof, `hlog` shifts the concavity of the logarithm by one, `htr` is the equality of traces, and `key` is the spectral inequality for this f.

```lean
/-- Tapering a positive semidefinite response with a positive semidefinite taper of unit
diagonal never makes the RPA integrand more negative. -/
theorem rpaIntegrand_le_taper {C M : Matrix n n ℝ} (hC : C.PosSemidef)
    (h1 : ∀ i, C i i = 1) (hM : M.PosSemidef) :
    rpaIntegrand M ≤ rpaIntegrand (taper C M) := by
  have nonneg : ∀ {A V : Matrix n n ℝ} {k : n → ℝ}, A.PosSemidef → IsModes A V k →
      ∀ i, 0 ≤ k i := by
    intro A V k hA h i
    rw [eigenvalue_eq h i, ← quadratic_eq_sum A (fun a => V a i)]
    exact hA.dotProduct_mulVec_nonneg _
  have hTp := taper_posSemidef hC hM
  obtain ⟨U, l, hU⟩ := exists_modes hM.isHermitian
  obtain ⟨W, t, hW⟩ := exists_modes hTp.isHermitian
  have hlog : ConcaveOn ℝ (Set.Ici 0) (fun x : ℝ => Real.log (1 + x)) := by
    refine ⟨convex_Ici 0, fun x hx y hy a b ha hb hab => ?_⟩
    have hx' : (0 : ℝ) ≤ x := hx
    have hy' : (0 : ℝ) ≤ y := hy
    have h := strictConcaveOn_log_Ioi.concaveOn.2
      (show 1 + x ∈ Set.Ioi (0 : ℝ) from by simp only [Set.mem_Ioi]; linarith)
      (show 1 + y ∈ Set.Ioi (0 : ℝ) from by simp only [Set.mem_Ioi]; linarith) ha hb hab
    simp only [smul_eq_mul] at h ⊢
    have e : a * (1 + x) + b * (1 + y) = 1 + (a * x + b * y) := by linear_combination hab
    rwa [e] at h
  -- the unit diagonal preserves the trace
  have htr : (taper C M).trace = M.trace := by
    simp only [Matrix.trace, Matrix.diag_apply, taper, Matrix.of_apply, h1, one_mul]
  have key := sum_concave_le hC h1 hU hW hlog (nonneg hM hU)
  unfold rpaIntegrand
  rw [htr, log_det_eq_sum hU (nonneg hM hU), log_det_eq_sum hW (nonneg hTp hW)]
  linarith
```

Suppose that an RPA calculation damps distant elements of a finite, real, positive semidefinite M with a positive semidefinite taper of unit diagonal. The damping error in the integrand, tapered minus untapered, is then nonnegative at each frequency. The theorem gives no bound on the size of that error, and it concerns tapering of M itself, not of χ₀ or v separately.

## A hard cutoff that lowers the integrand

On a chain of three sites, keep the on-site and nearest-neighbour elements and delete the rest:

C = [[1, 1, 0], [1, 1, 1], [0, 1, 1]].

```lean
/-- A hard nearest-neighbour cutoff on a chain of three sites. -/
def hardCutoff : Matrix (Fin 3) (Fin 3) ℝ := !![1, 1, 0; 1, 1, 1; 0, 1, 1]
```

Let every element of M equal 2. This is a test matrix chosen for simple arithmetic, not the response of a physical chain: if the three sites carried all the charge, a uniform potential would change the total charge.

```lean
/-- A response on three sites with all elements equal to 2. -/
def uniformResponse : Matrix (Fin 3) (Fin 3) ℝ := Matrix.of fun _ _ => 2
```

This M is positive semidefinite, since

xᵀMx = 2(x₀ + x₁ + x₂)² ≥ 0.

Both traces are 6, while det(1 + M) = 7 and det(1 + T) = 3. The integrand therefore falls from ln 7 − 6 to ln 3 − 6.

The cutoff is symmetric with unit diagonal, and det(1 + T) is positive, so these properties of the taper and of T do not suffice for the inequality. What C lacks is positive semidefiniteness: one of its eigenvalues is 1 − √2. The proof evaluates the two determinants as `dT` and `dM`, then compares ln 3 with ln 7.

```lean
/-- The hard cutoff is symmetric with unit diagonal, yet it makes the RPA integrand of the
positive semidefinite uniform response more negative, with `det (1 + T)` still positive. -/
theorem hardCutoff_lowers :
    hardCutoff.IsHermitian ∧ (∀ i, hardCutoff i i = 1) ∧ uniformResponse.PosSemidef ∧
    0 < (1 + taper hardCutoff uniformResponse).det ∧
    rpaIntegrand (taper hardCutoff uniformResponse) < rpaIntegrand uniformResponse := by
  have dT : (1 + taper hardCutoff uniformResponse).det = 3 := by
    simp [Matrix.det_fin_three, taper, hardCutoff, uniformResponse]
    norm_num
  have dM : (1 + uniformResponse).det = 7 := by
    simp [Matrix.det_fin_three, uniformResponse]
    norm_num
  have h1 : ∀ i, hardCutoff i i = 1 := by
    intro i
    fin_cases i <;> simp [hardCutoff]
  have htr : (taper hardCutoff uniformResponse).trace = uniformResponse.trace := by
    simp only [Matrix.trace, Matrix.diag_apply, taper, Matrix.of_apply, h1, one_mul]
  refine ⟨Matrix.IsHermitian.ext fun i j => ?_, h1, ?_, ?_, ?_⟩
  · fin_cases i <;> fin_cases j <;> simp [hardCutoff]
  · refine Matrix.PosSemidef.of_dotProduct_mulVec_nonneg
      (Matrix.IsHermitian.ext fun i j => by simp [uniformResponse]) fun x => ?_
    have e : star x ⬝ᵥ uniformResponse *ᵥ x = 2 * (x 0 + x 1 + x 2) ^ 2 := by
      rw [quadratic_eq_sum]
      simp only [uniformResponse, Matrix.of_apply, Fin.sum_univ_three]
      ring
    rw [e]
    positivity
  · rw [dT]; norm_num
  · unfold rpaIntegrand
    rw [dT, dM, htr]
    have := Real.log_lt_log (show (0 : ℝ) < 3 by norm_num) (show (3 : ℝ) < 7 by norm_num)
    linarith

end

end TaperedRPA
```

```lean
#print axioms TaperedRPA.rpaIntegrand_le_taper
#print axioms TaperedRPA.hardCutoff_lowers
```

```
'TaperedRPA.rpaIntegrand_le_taper' depends on axioms: [propext, Classical.choice, Quot.sound]
'TaperedRPA.hardCutoff_lowers' depends on axioms: [propext, Classical.choice, Quot.sound]
```
